# A nonnegative iteration matrix has vanishing powers exactly when it strictly lowers some positive vector

## Two coupled errors, one of which can double

In my two-component self-consistency loop, one iteration sends the error (e₁, e₂) to (2e₂, e₁/4). The first component can double in a step, yet two steps halve everything. I noticed that the vector (3, 1) goes to (2, 3/4), which is smaller in both components. Does one such vector settle convergence for a larger matrix with nonnegative entries too? And could linear mixing change the verdict?

## For nonnegative entries, one vector suffices and damping leaves the verdict unchanged

Yes. If all entries are nonnegative, one such vector suffices, and mixing with 0 < α ≤ 1 doesn't change the verdict. In your example the components of (3, 1) shrink by factors 2/3 and 3/4. An error that starts within C(3, 1) in magnitude therefore lies within C(3/4)ᵏ(3, 1) after k steps, even though one of its components may grow in a single step.

For a finite matrix B with Bᵢⱼ ≥ 0, suppose vᵢ > 0 and (Bv)ᵢ < vᵢ for every i. Let q be the largest ratio (Bv)ᵢ/vᵢ, or 0 if there are no components. Then 0 ≤ q < 1 and Bv ≤ qv. If an error e satisfies |eⱼ| ≤ C vⱼ with C ≥ 0, then

|(Be)ᵢ| ≤ Σⱼ Bᵢⱼ|eⱼ| ≤ C(Bv)ᵢ ≤ Cq vᵢ.

Repeating this k times gives |(Bᵏe)ᵢ| ≤ Cqᵏvᵢ. For a unit error in component j, take C = 1/vⱼ:

0 ≤ (Bᵏ)ᵢⱼ ≤ qᵏvᵢ/vⱼ → 0.

Conversely, suppose Bᵏ → 0, and let u be the all-ones vector. Some N gives (Bᴺu)ᵢ < 1 for every i. Put S = Σ Bᵏ over 0 ≤ k < N, and v = Su. Since BS = S + Bᴺ − 1, where the last 1 is the identity matrix,

Bv = v − u + Bᴺu < v

in every component. Both v and Bv are nonnegative, so v > Bv ≥ 0 makes v strictly positive.

Now let the response be x ↦ Ax + b, with fixed point x* = Ax* + b. Linear mixing takes x to x + α(Ax + b − x). Subtracting x* shows that the error is multiplied by

M = (1−α)1 + αA,
(Mv)ᵢ − vᵢ = α((Av)ᵢ − vᵢ).

For Aᵢⱼ ≥ 0 and 0 < α ≤ 1, M is nonnegative and strictly lowers exactly the same positive vectors as A. Hence either both sequences of powers vanish or neither does.

The sign condition matters. A = −2·1 sends (1, 1) to (−2, −2), which is lower, but its powers grow in magnitude. With α = 1/3, M = 0. Nonnegative off-diagonal entries alone are therefore not enough, either for the test or for the claim about mixing.

## What the matrices and limits represent

In Lean, `n` is the finite set of components, `Matrix n n ℝ` holds the real response and `*ᵥ` applies it to a vector. `Tendsto … atTop (𝓝 0)` means that every matrix entry tends to zero. The hypothesis `hA` says that raising one input component never lowers an output component. This depends on the components chosen.

`mixStep` is the update and `mixMatrix` is M. The fixed point x* is called `xs`; `hfix` assumes that it solves the equation. If A also strictly lowers some positive vector and 0 < α ≤ 1, `mixStep_converges` gives convergence to x* from every start.

For self-consistent-field calculations, this is a convergence criterion for simple mixing with a finite, affine, nonnegative response. If every output has the same total whatever the input, as for site occupations computed at fixed particle number, each column of A sums to zero. Nonnegative entries then force A = 0, so any other such A fails the sign condition. Replacing the nonlinear density map by its linearisation near a solution is a separate step that these hypotheses don't justify.

```lean
import Mathlib

open Filter Topology Matrix

namespace LinearMixingCertificate

noncomputable section

variable {n : Type*} [Fintype n]

/-- One step of linear mixing with parameter `α` for the affine response `x ↦ A x + b`. -/
def mixStep (A : Matrix n n ℝ) (b : n → ℝ) (α : ℝ) (x : n → ℝ) : n → ℝ :=
  x + α • (A *ᵥ x + b - x)

/-- If a nonnegative matrix `B` strictly lowers a vector `v` with positive entries in every
component, then `B v ≤ q v` componentwise for a single factor `q` with `0 ≤ q < 1`. -/
theorem exists_common_rate {B : Matrix n n ℝ} (hB : ∀ i j, 0 ≤ B i j) {v : n → ℝ}
    (hv : ∀ i, 0 < v i) (hBv : ∀ i, (B *ᵥ v) i < v i) :
    ∃ q : ℝ, 0 ≤ q ∧ q < 1 ∧ ∀ i, (B *ᵥ v) i ≤ q * v i := by
  rcases isEmpty_or_nonempty n with hn | hn
  · exact ⟨0, le_refl _, one_pos, fun i => (hn.false i).elim⟩
  · -- the slowest component sets the rate
    obtain ⟨m, hm⟩ := Finite.exists_max (fun i => (B *ᵥ v) i / v i)
    have h0 : 0 ≤ (B *ᵥ v) m :=
      Finset.sum_nonneg fun j _ => mul_nonneg (hB m j) (hv j).le
    exact ⟨(B *ᵥ v) m / v m, div_nonneg h0 (hv m).le, (div_lt_one (hv m)).2 (hBv m),
      fun i => (div_le_iff₀ (hv i)).1 (hm i)⟩

variable [DecidableEq n]

/-- The matrix `(1 - α) 1 + α A` of linear mixing with parameter `α`. -/
def mixMatrix (α : ℝ) (A : Matrix n n ℝ) : Matrix n n ℝ :=
  (1 - α) • (1 : Matrix n n ℝ) + α • A

/-- If a nonnegative matrix satisfies `B v ≤ q v` with `q ≥ 0`, an error that starts within
`C v`, `C ≥ 0`, lies within `C q^k v` after `k` steps. -/
theorem error_bound {B : Matrix n n ℝ} (hB : ∀ i j, 0 ≤ B i j) {v e : n → ℝ} {q C : ℝ}
    (hq : 0 ≤ q) (hC : 0 ≤ C) (hv : ∀ i, (B *ᵥ v) i ≤ q * v i)
    (he : ∀ i, |e i| ≤ C * v i) (k : ℕ) (i : n) :
    |(B ^ k *ᵥ e) i| ≤ C * q ^ k * v i := by
  induction k generalizing i with
  | zero => simpa using he i
  | succ k ih =>
    rw [pow_succ' B k, ← Matrix.mulVec_mulVec]
    calc |(B *ᵥ (B ^ k *ᵥ e)) i| ≤ ∑ j, |B i j * (B ^ k *ᵥ e) j| :=
          Finset.abs_sum_le_sum_abs _ _
      _ ≤ ∑ j, B i j * (C * q ^ k * v j) := Finset.sum_le_sum fun j _ => by
          rw [abs_mul, abs_of_nonneg (hB i j)]
          exact mul_le_mul_of_nonneg_left (ih j) (hB i j)
      _ = C * q ^ k * (B *ᵥ v) i := by
          simp only [Matrix.mulVec, dotProduct, Finset.mul_sum]
          exact Finset.sum_congr rfl fun j _ => by ring
      _ ≤ C * q ^ k * (q * v i) := mul_le_mul_of_nonneg_left (hv i) (by positivity)
      _ = C * q ^ (k + 1) * v i := by ring

/-- If the powers of `B` tend to zero, every component of every propagated error does. -/
theorem error_tendsto {B : Matrix n n ℝ} (h : Tendsto (fun k : ℕ => B ^ k) atTop (𝓝 0))
    (e : n → ℝ) (i : n) : Tendsto (fun k : ℕ => (B ^ k *ᵥ e) i) atTop (𝓝 0) := by
  have hent : ∀ j, Tendsto (fun k : ℕ => (B ^ k) i j) atTop (𝓝 0) := fun j =>
    ((continuous_id.matrix_elem i j).tendsto (0 : Matrix n n ℝ)).comp h
  have hs := tendsto_finsetSum Finset.univ (fun j _ => (hent j).mul_const (e j))
  simp only [zero_mul, Finset.sum_const_zero] at hs
  exact hs

/-- For a matrix with nonnegative entries, the powers tend to zero exactly when some vector
with strictly positive entries is strictly lowered by the matrix in every component. -/
theorem tendsto_zero_iff_certificate {B : Matrix n n ℝ} (hB : ∀ i j, 0 ≤ B i j) :
    Tendsto (fun k : ℕ => B ^ k) atTop (𝓝 0) ↔
      ∃ v : n → ℝ, (∀ i, 0 < v i) ∧ ∀ i, (B *ᵥ v) i < v i := by
  constructor
  · intro h
    -- after N steps the uniform error has shrunk in every component
    have hev : ∀ᶠ k : ℕ in atTop, ∀ i, (B ^ k *ᵥ (fun _ => (1 : ℝ))) i < 1 :=
      eventually_all.2 fun i => (error_tendsto h _ i).eventually_lt_const one_pos
    obtain ⟨N, hN⟩ := hev.exists
    have hpow : ∀ (k : ℕ) (i j : n), 0 ≤ (B ^ k) i j := by
      intro k
      induction k with
      | zero =>
        intro i j
        rw [pow_zero, Matrix.one_apply]
        split_ifs <;> norm_num
      | succ k ih =>
        intro i j
        rw [pow_succ, Matrix.mul_apply]
        exact Finset.sum_nonneg fun l _ => mul_nonneg (ih i l) (hB l j)
    -- the accumulated error is the trial vector
    obtain ⟨S, hS⟩ : ∃ S, S = ∑ k ∈ Finset.range N, B ^ k := ⟨_, rfl⟩
    have hgeo : B * S = S + (B ^ N - 1) := by
      rw [← mul_geom_sum B N, ← hS, sub_mul, one_mul]
      abel
    have hS0 : ∀ i j, 0 ≤ S i j := fun i j => by
      rw [hS, Matrix.sum_apply]
      exact Finset.sum_nonneg fun k _ => hpow k i j
    have hv0 : ∀ i, 0 ≤ (S *ᵥ (fun _ => (1 : ℝ))) i := fun i =>
      Finset.sum_nonneg fun j _ => mul_nonneg (hS0 i j) zero_le_one
    have hlt : ∀ i, (B *ᵥ (S *ᵥ (fun _ => (1 : ℝ)))) i < (S *ᵥ (fun _ => (1 : ℝ))) i := by
      intro i
      rw [Matrix.mulVec_mulVec, hgeo, Matrix.add_mulVec, Matrix.sub_mulVec,
        Matrix.one_mulVec, Pi.add_apply, Pi.sub_apply]
      linarith [hN i]
    exact ⟨_, fun i => lt_of_le_of_lt
      (Finset.sum_nonneg fun j _ => mul_nonneg (hB i j) (hv0 j)) (hlt i), hlt⟩
  · rintro ⟨v, hv, hBv⟩
    obtain ⟨q, hq0, hq1, hq⟩ := exists_common_rate hB hv hBv
    refine tendsto_pi_nhds.2 fun i => tendsto_pi_nhds.2 fun j => ?_
    -- column j is the propagated unit error in component j
    have he : ∀ l, |(Pi.single j (1 : ℝ) : n → ℝ) l| ≤ (v j)⁻¹ * v l := by
      intro l
      by_cases hl : l = j
      · subst hl
        rw [Pi.single_eq_same, abs_one, inv_mul_cancel₀ (hv l).ne']
      · rw [Pi.single_eq_of_ne hl, abs_zero]
        exact mul_nonneg (inv_nonneg.2 (hv j).le) (hv l).le
    have hlim := ((tendsto_pow_atTop_nhds_zero_of_lt_one hq0 hq1).const_mul
      (v j)⁻¹).mul_const (v i)
    rw [mul_zero, zero_mul] at hlim
    refine squeeze_zero_norm (fun k => ?_) hlim
    have hb := error_bound hB hq0 (inv_nonneg.2 (hv j).le) hq he k i
    have hcol : (B ^ k *ᵥ Pi.single j (1 : ℝ)) i = (B ^ k) i j := by
      simp
    rw [hcol] at hb
    exact hb

/-- The mixing matrix moves each component of `v` by `α` times its residual `A v - v`. -/
theorem mixMatrix_mulVec (α : ℝ) (A : Matrix n n ℝ) (v : n → ℝ) (i : n) :
    (mixMatrix α A *ᵥ v) i = v i + α * ((A *ᵥ v) i - v i) := by
  simp only [mixMatrix, Matrix.add_mulVec, Matrix.smul_mulVec, Matrix.one_mulVec,
    Pi.add_apply, Pi.smul_apply, smul_eq_mul]
  ring

/-- For a response matrix with nonnegative entries and `0 < α ≤ 1`, the powers of the mixing
matrix tend to zero exactly when those of the unmixed matrix do. -/
theorem mixing_tendsto_iff {A : Matrix n n ℝ} (hA : ∀ i j, 0 ≤ A i j) {α : ℝ}
    (h0 : 0 < α) (h1 : α ≤ 1) :
    Tendsto (fun k : ℕ => mixMatrix α A ^ k) atTop (𝓝 0) ↔
      Tendsto (fun k : ℕ => A ^ k) atTop (𝓝 0) := by
  have hM : ∀ i j, 0 ≤ mixMatrix α A i j := by
    intro i j
    have := mul_nonneg h0.le (hA i j)
    simp only [mixMatrix, Matrix.add_apply, Matrix.smul_apply, smul_eq_mul, Matrix.one_apply]
    split_ifs <;> linarith
  rw [tendsto_zero_iff_certificate hM, tendsto_zero_iff_certificate hA]
  -- both matrices accept the same trial vectors
  refine exists_congr fun v => and_congr_right fun _ => forall_congr' fun i => ?_
  rw [mixMatrix_mulVec]
  constructor <;> intro h <;> nlinarith

/-- If a nonnegative response matrix strictly lowers a positive trial vector, linear mixing
with `0 < α ≤ 1` converges from every start `x` to a given fixed point `xs`. -/
theorem mixStep_converges {A : Matrix n n ℝ} (hA : ∀ i j, 0 ≤ A i j) {α : ℝ}
    (h0 : 0 < α) (h1 : α ≤ 1) {v : n → ℝ} (hv : ∀ i, 0 < v i)
    (hAv : ∀ i, (A *ᵥ v) i < v i) {b xs : n → ℝ} (hfix : A *ᵥ xs + b = xs) (x : n → ℝ) :
    Tendsto (fun k : ℕ => (mixStep A b α)^[k] x) atTop (𝓝 xs) := by
  have hstep : ∀ y, mixStep A b α y - xs = mixMatrix α A *ᵥ (y - xs) := by
    intro y
    ext i
    have hi := congrFun hfix i
    rw [mixMatrix_mulVec, Matrix.mulVec_sub]
    simp only [mixStep, Pi.add_apply, Pi.sub_apply, Pi.smul_apply, smul_eq_mul] at hi ⊢
    linear_combination α * hi
  have herr : ∀ k : ℕ, (mixStep A b α)^[k] x - xs = mixMatrix α A ^ k *ᵥ (x - xs) := by
    intro k
    induction k with
    | zero => simp
    | succ k ih =>
      rw [Function.iterate_succ_apply', hstep, ih, Matrix.mulVec_mulVec, ← pow_succ']
  have hM := (mixing_tendsto_iff hA h0 h1).2
    ((tendsto_zero_iff_certificate hA).2 ⟨v, hv, hAv⟩)
  refine tendsto_pi_nhds.2 fun i => ?_
  have hlim := (error_tendsto hM (x - xs) i).add_const (xs i)
  rw [zero_add] at hlim
  refine hlim.congr fun k => ?_
  rw [← herr k, Pi.sub_apply, sub_add_cancel]

/-- The response `-2` times the identity in two dimensions lowers the uniform trial vector,
yet its powers do not tend to zero; mixing with `α = 1/3` makes the mixing matrix vanish. -/
theorem repulsive_counterexample :
    (∀ i, (((-2 : ℝ) • (1 : Matrix (Fin 2) (Fin 2) ℝ)) *ᵥ (fun _ => (1 : ℝ))) i < 1) ∧
    ¬ Tendsto (fun k : ℕ => ((-2 : ℝ) • (1 : Matrix (Fin 2) (Fin 2) ℝ)) ^ k) atTop (𝓝 0) ∧
    mixMatrix (1 / 3) ((-2 : ℝ) • (1 : Matrix (Fin 2) (Fin 2) ℝ)) = 0 := by
  refine ⟨fun i => ?_, fun h => ?_, ?_⟩
  · rw [Matrix.smul_mulVec, Matrix.one_mulVec, Pi.smul_apply, smul_eq_mul]
    norm_num
  · have hent := ((continuous_id.matrix_elem (0 : Fin 2) (0 : Fin 2)).tendsto
      (0 : Matrix (Fin 2) (Fin 2) ℝ)).comp h
    have hpow : Tendsto (fun k : ℕ => (-2 : ℝ) ^ k) atTop (𝓝 0) := by
      refine hent.congr fun k => ?_
      simp only [Function.comp_apply, id_eq]
      rw [smul_pow, one_pow, Matrix.smul_apply, Matrix.one_apply_eq, smul_eq_mul, mul_one]
    have habs := tendsto_pow_atTop_nhds_zero_iff.1 hpow
    norm_num at habs
  · rw [mixMatrix, smul_smul, ← add_smul]
    norm_num

end

end LinearMixingCertificate
```

```lean
#print axioms LinearMixingCertificate.tendsto_zero_iff_certificate
#print axioms LinearMixingCertificate.mixStep_converges
#print axioms LinearMixingCertificate.repulsive_counterexample
```

```
'LinearMixingCertificate.tendsto_zero_iff_certificate' depends on axioms: [propext, Classical.choice, Quot.sound]
'LinearMixingCertificate.mixStep_converges' depends on axioms: [propext, Classical.choice, Quot.sound]
'LinearMixingCertificate.repulsive_counterexample' depends on axioms: [propext, Classical.choice, Quot.sound]
```

## From the componentwise bound to the mixed iteration

`exists_common_rate` picks the largest ratio, and `error_bound` carries out the induction, its `calc` chain following the inequalities above. `error_tendsto` passes from vanishing matrix entries to vanishing errors through a finite sum.

In `tendsto_zero_iff_certificate`, the first direction finds N, builds S and uses `hgeo` for the geometric-sum identity. The second applies `error_bound` to unit vectors and squeezes each entry to zero.

`mixMatrix_mulVec` gives the residual formula. `mixing_tendsto_iff` uses it to match the trial vectors of A and M after turning both limits into certificates. In `mixStep_converges`, `hstep` derives the one-step error equation and `herr` iterates it. Finally, `repulsive_counterexample` reads off one diagonal entry, (−2)ᵏ, which cannot tend to zero.
